# The exponential exp(zX) agrees with its second-order expansion up to O(z³) in a complex Banach algebra

For a fixed element X of a complete normed algebra over ℂ, the lemma states that exp(zX) = 1 + zX + z²X²/2 + O(z³) in norm as the complex number z tends to 0. Bounded operators on a Hilbert space are an example, and with X = −iH and z a real time t (ħ = 1) this is the short-time expansion of the propagator for a bounded Hamiltonian H. Unbounded Hamiltonians are not covered. The proof takes Mathlib's power series for the exponential at 0, whose remainder after three terms is O(‖y‖³), and puts y = zX. It then has to bound ‖zX‖³ by ‖X‖³ |z|³ and to identify the three terms with those in the statement.

An attempt in Lean 4 with a fault in it:

```lean
import Mathlib

open Filter Asymptotics Topology

namespace SecondOrderExp

noncomputable section

variable {𝔸 : Type*} [NormedRing 𝔸] [NormedAlgebra ℂ 𝔸] [CompleteSpace 𝔸]
variable {E : Type*} [NormedAddCommGroup E] [InnerProductSpace ℂ E]

/-- `f(z) = 1 + z X + z² Y + O(z³)` in norm as `z → 0`. -/
def SecondOrder (f : ℂ → 𝔸) (X Y : 𝔸) : Prop :=
  (fun z : ℂ => f z - (1 + z • X + z ^ 2 • Y)) =O[𝓝 0] fun z : ℂ => z ^ 3

/-- The exponential satisfies `exp(zX) = 1 + zX + z²X²/2 + O(z³)`. -/
theorem secondOrder_exp (X : 𝔸) :
    SecondOrder (fun z => NormedSpace.exp (z • X)) X ((1 / 2 : ℂ) • X ^ 2) := by
  have h := (NormedSpace.exp_hasFPowerSeriesAt_zero (𝕂 := ℂ)
    (𝔸 := 𝔸)).isBigO_sub_partialSum_pow 3
  have hc : Continuous (fun z : ℂ => z • X) := by fun_prop
  have hz : Tendsto (fun z : ℂ => z • X) (𝓝 0) (𝓝 0) := by simpa using hc.tendsto 0
  refine ((h.comp_tendsto hz).trans (IsBigO.of_bound (‖X‖ ^ 3)
    (Eventually.of_forall fun z => ?_))).congr_left fun z => ?_
  · simp only [Function.comp_apply, norm_pow, norm_norm, norm_smul]
    exact le_of_eq (by ring)
  · simp only [Function.comp_apply, zero_add, FormalMultilinearSeries.partialSum,
      Finset.sum_range_succ, Finset.sum_range_zero, NormedSpace.expSeries_apply_eq, smul_pow,
      pow_zero, pow_one, Nat.factorial_zero, Nat.factorial_one, Nat.factorial_two,
      Nat.cast_one, Nat.cast_ofNat]
    module

end

end SecondOrderExp
```

The error:

```
Try this:
  [apply] ring_nf
  
  The `ring` tactic failed to close the goal. Use `ring_nf` to obtain a normal form.
    
  Note that `ring` works primarily in *commutative* rings. If you have a noncommutative ring, abelian group or module, consider using `noncomm_ring`, `abel` or `module` instead.
Main.lean:26:20: error: unsolved goals
𝔸 : Type u_1
inst✝² : NormedRing 𝔸
inst✝¹ : NormedAlgebra ℂ 𝔸
inst✝ : CompleteSpace 𝔸
X : 𝔸
h : (fun y => NormedSpace.exp (0 + y) - (NormedSpace.expSeries ℂ 𝔸).partialSum 3 y) =O[𝓝 0] fun y => ‖y‖ ^ 3
hc : Continuous[_, PseudoMetricSpace.toUniformSpace.toTopologicalSpace] fun z => z • X
hz : Tendsto (fun z => z • X) (𝓝 0) (𝓝 0)
z : ℂ
⊢ ‖‖z‖ * ‖X‖‖ ^ 3 = ‖z‖ ^ 3 * ‖X‖ ^ 3
Main.lean:25:46: warning: This simp argument is unused:
  norm_norm

Hint: Omit it from the simp argument list.
  [apply] simp only [Function.comp_apply, norm_pow, norm_smul]

Note: This linter can be disabled with `set_option linter.unusedSimpArgs false`
```

The change, after which it compiles:

```diff
@@ -23,5 +23,5 @@
   refine ((h.comp_tendsto hz).trans (IsBigO.of_bound (‖X‖ ^ 3)
     (Eventually.of_forall fun z => ?_))).congr_left fun z => ?_
-  · simp only [Function.comp_apply, norm_pow, norm_norm, norm_smul]
+  · simp only [Function.comp_apply, norm_pow, norm_norm, norm_smul, norm_mul]
     exact le_of_eq (by ring)
   · simp only [Function.comp_apply, zero_add, FormalMultilinearSeries.partialSum,
```

The error is in the bound on the remainder. The goal there contains the norm of the real number ‖z • X‖ ^ 3, and `norm_pow` moves the outer norm inside the power. `norm_norm` could then reduce ‖‖z • X‖‖ to ‖z • X‖, but `simp only` rewrites the inner norm first, by `norm_smul`, and what is left is ‖‖z‖ * ‖X‖‖. This is the norm of a product, which `norm_norm` does not match, hence the warning that it is unused.

`ring` doesn't know that the norm is multiplicative, so it can't remove the outer norm and leaves the equation shown in the error. Its hint about noncommutative rings doesn't apply, since the equation is between real numbers.

The repair adds `norm_mul`, which splits the norm of the product into ‖‖z‖‖ * ‖‖X‖‖. `norm_norm` now applies to each factor, and `ring` only has to prove that (‖z‖ * ‖X‖) ^ 3 equals ‖X‖ ^ 3 * ‖z‖ ^ 3.
